# The first three cumulants of charge transmitted through independent channels, one attempt per channel

A coherent conductor is described here by a finite set of channels, labelled by $n$, and a transmission probability $T_n$ for each. In scattering theory the $T_n$ are the eigenvalues of $t^\dagger t$, where $t$ is the transmission matrix. Each channel receives one electron, which is either transmitted or reflected. Charge is counted in units of the electron charge, and $N$ is the number of electrons transmitted. In Lean the channel labels form a finite type `ι`, and the transmissions are a function `T : ι → ℝ`.

```lean
import Mathlib

open Finset

namespace CountingStatistics

noncomputable section

variable {ι : Type*} [Fintype ι]
```

The counting parameter $s$ is real and conjugate to $N$. A channel with transmission $T$ contributes the factor

$$D_T(s) = 1 + T(e^s - 1) = (1-T) + T e^s,$$

in which a reflected electron has weight $1$ and a transmitted one has weight $e^s$.

```lean
/-- Generating factor `1 + T (exp s - 1)` of one channel with transmission `T`
at counting parameter `s`. -/
def channelFactor (T s : ℝ) : ℝ := 1 + T * (Real.exp s - 1)
```

The generating function is the sum of the logarithms, $F(s) = \sum_n \log D_{T_n}(s)$. This is the zero-temperature form of the Levitov–Lesovik formula for one attempt per channel.

```lean
/-- The generating function `F(s) = ∑ log (1 + T_n (exp s - 1))` of a conductor with
transmissions `T_n`. -/
def cgf (T : ι → ℝ) (s : ℝ) : ℝ := ∑ n, Real.log (channelFactor (T n) s)
```

Weighting transmission by $e^s$ and normalising gives the biased transmission

$$p_T(s) = \frac{T e^s}{1 + T(e^s-1)}.$$

It is the probability of transmission in an ensemble where each outcome is reweighted by $e^{sN}$. The first three derivatives of $F$ are sums over channels of simple expressions in $p_T$.

```lean
/-- The transmission of a channel biased by the counting parameter `s`. -/
def tilted (T s : ℝ) : ℝ := T * Real.exp s / channelFactor T s
```

If the channels are independent, the probability that exactly those in a set $A$ transmit is

$$P(A) = \prod_{n\in A} T_n \prod_{n\notin A} (1-T_n).$$

Independence is built into this definition. It stands for non-interacting electrons at zero temperature, with transmissions that do not vary over the bias window; the many-body scattering calculation that leads to this product is not carried out here.

```lean
/-- Probability that exactly the channels in `A` transmit their electron, the channels
being independent. -/
def outcomeProb [DecidableEq ι] (T : ι → ℝ) (A : Finset ι) : ℝ :=
  (∏ n ∈ A, T n) * ∏ n ∈ Aᶜ, (1 - T n)
```

## The logarithm has a positive argument

Except for the derivative of $D_T$, which holds for every real $T$, the theorems that follow assume $0 \le T_n \le 1$, written `T n ∈ Set.Icc (0 : ℝ) 1`, as unitarity of the scattering matrix requires. If $T = 0$, then $D_T(s) = 1$. If $T > 0$, then $D_T(s) = (1-T) + Te^s$ is a non-negative number plus a positive one. In both cases $D_T(s) > 0$ for every real $s$. The proof makes the same case split, and `nlinarith` closes the second case from the positivity of $Te^s$.

```lean
/-- The generating factor of a channel with transmission in `[0,1]` is positive. -/
theorem channelFactor_pos {T : ℝ} (hT : T ∈ Set.Icc (0 : ℝ) 1) (s : ℝ) :
    0 < channelFactor T s := by
  unfold channelFactor
  obtain ⟨h0, h1⟩ := hT
  rcases h0.eq_or_lt with h | h
  · rw [← h]
    norm_num
  · nlinarith [mul_pos h (Real.exp_pos s)]
```

## $F$ generates the statistics of the transmitted charge

Exponentiating the sum of logarithms gives a product over channels. Expanding it means choosing, for each channel, either the transmitted or the reflected term:

$$e^{F(s)} = \prod_n \bigl(T_n e^s + (1-T_n)\bigr) = \sum_A \prod_{n\in A} T_n e^s \prod_{n\notin A}(1-T_n) = \sum_A P(A)\, e^{s|A|}.$$

The right-hand side is the average of $e^{sN}$ with $N = |A|$, so $F$ is the cumulant generating function of the transmitted charge. At $s=0$ the left-hand side is $1$, which shows that the probabilities are normalised.

In the Lean statement the sum runs over all `A : Finset ι`, and `A.card` is the number of transmitted electrons. The auxiliary fact `hfac` rewrites each exponentiated logarithm as $T_n e^s + (1-T_n)$, `Finset.prod_add` performs the expansion, and the remaining lines collect $|A|$ factors of $e^s$ into $e^{s|A|}$.

```lean
/-- The exponential of `F(s)` is the average of `exp (s N)` over all outcomes, where `N` is
the number of transmitted electrons. -/
theorem exp_cgf_eq_average [DecidableEq ι] {T : ι → ℝ}
    (hT : ∀ n, T n ∈ Set.Icc (0 : ℝ) 1) (s : ℝ) :
    Real.exp (cgf T s) = ∑ A : Finset ι, outcomeProb T A * Real.exp (A.card * s) := by
  have hfac : ∀ n, Real.exp (Real.log (channelFactor (T n) s))
      = T n * Real.exp s + (1 - T n) := by
    intro n
    rw [Real.exp_log (channelFactor_pos (hT n) s)]
    unfold channelFactor
    ring
  unfold cgf
  -- expand the product over channels into a sum over sets of transmitting channels
  rw [Real.exp_sum, Finset.prod_congr rfl (fun n _ => hfac n), Finset.prod_add,
    Finset.powerset_univ]
  refine Finset.sum_congr rfl fun A _ => ?_
  rw [Finset.prod_mul_distrib, Finset.prod_const, ← Real.exp_nat_mul, outcomeProb,
    Finset.compl_eq_univ_sdiff]
  ring
```

## The biased transmission obeys a logistic equation

The factor $D_T$ depends on $s$ only through the exponential, so $D_T'(s) = Te^s$.

```lean
/-- The derivative of the generating factor with respect to the counting parameter. -/
theorem hasDerivAt_channelFactor (T s : ℝ) :
    HasDerivAt (channelFactor T) (T * Real.exp s) s := by
  have h := (((Real.hasDerivAt_exp s).sub_const 1).const_mul T).const_add 1
  exact h
```

The quotient rule applied to $p_T = Te^s/D_T$ then gives

$$p_T' = \frac{Te^s D_T - (Te^s)^2}{D_T^2} = p_T - p_T^2 = p_T(1-p_T).$$

In Lean, `HasDerivAt f f' s` says that $f$ is differentiable at $s$ with derivative $f'$. The proof applies the quotient rule, with the positivity result supplying the non-zero denominator, and `field_simp` matches the outcome to $p_T(1-p_T)$.

```lean
/-- The biased transmission `p` obeys the logistic equation `p' = p (1 - p)`. -/
theorem hasDerivAt_tilted {T : ℝ} (hT : T ∈ Set.Icc (0 : ℝ) 1) (s : ℝ) :
    HasDerivAt (tilted T) (tilted T s * (1 - tilted T s)) s := by
  have hne : channelFactor T s ≠ 0 := (channelFactor_pos hT s).ne'
  have h : HasDerivAt (tilted T) _ s :=
    ((Real.hasDerivAt_exp s).const_mul T).fun_div (hasDerivAt_channelFactor T s) hne
  refine h.congr_deriv ?_
  unfold tilted
  field_simp
```

## Derivatives at every counting parameter

Write $p_n$ for $p_{T_n}(s)$. Differentiating the logarithms gives

$$F'(s) = \sum_n \frac{D_{T_n}'(s)}{D_{T_n}(s)} = \sum_n p_n.$$

The logistic equation gives the next derivative at once,

$$F''(s) = \sum_n p_n(1-p_n),$$

and the product rule gives the third:

$$F'''(s) = \sum_n \bigl[p_n'(1-p_n) - p_n p_n'\bigr] = \sum_n p_n(1-p_n)(1-2p_n).$$

The theorem states these as equalities of functions of $s$, because a value at a single point could not be differentiated again. `iteratedDeriv 2` and `iteratedDeriv 3` are the second and third derivatives. Each is unfolded by `iteratedDeriv_succ` into the derivative of the one before, which is then replaced by its known formula. Since every step goes through `HasDerivAt`, the values are true derivatives and not the default value $0$ that `deriv` takes where a function is not differentiable.

```lean
/-- At every counting parameter, the first three derivatives of `F` are the sums of `p`,
`p (1 - p)` and `p (1 - p) (1 - 2 p)` over the biased transmissions `p`. -/
theorem cgf_derivatives {T : ι → ℝ} (hT : ∀ n, T n ∈ Set.Icc (0 : ℝ) 1) :
    deriv (cgf T) = (fun s => ∑ n, tilted (T n) s) ∧
    iteratedDeriv 2 (cgf T) = (fun s => ∑ n, tilted (T n) s * (1 - tilted (T n) s)) ∧
    iteratedDeriv 3 (cgf T) = (fun s => ∑ n,
      tilted (T n) s * (1 - tilted (T n) s) * (1 - 2 * tilted (T n) s)) := by
  have h1 : deriv (cgf T) = (fun s => ∑ n, tilted (T n) s) := by
    funext s
    have h : HasDerivAt (fun x => ∑ n, Real.log (channelFactor (T n) x))
        (∑ n, tilted (T n) s) s :=
      HasDerivAt.fun_sum fun n _ =>
        (hasDerivAt_channelFactor (T n) s).log (channelFactor_pos (hT n) s).ne'
    exact h.deriv
  -- each further derivative uses the logistic equation
  have h2 : iteratedDeriv 2 (cgf T)
      = (fun s => ∑ n, tilted (T n) s * (1 - tilted (T n) s)) := by
    have e : iteratedDeriv 2 (cgf T) = deriv (iteratedDeriv 1 (cgf T)) := iteratedDeriv_succ
    rw [e, iteratedDeriv_one, h1]
    funext s
    have h : HasDerivAt (fun x => ∑ n, tilted (T n) x)
        (∑ n, tilted (T n) s * (1 - tilted (T n) s)) s :=
      HasDerivAt.fun_sum fun n _ => hasDerivAt_tilted (hT n) s
    exact h.deriv
  refine ⟨h1, h2, ?_⟩
  have e : iteratedDeriv 3 (cgf T) = deriv (iteratedDeriv 2 (cgf T)) := iteratedDeriv_succ
  rw [e, h2]
  funext s
  have h : HasDerivAt (fun x => ∑ n, tilted (T n) x * (1 - tilted (T n) x))
      (∑ n, tilted (T n) s * (1 - tilted (T n) s) * (1 - 2 * tilted (T n) s)) s := by
    refine HasDerivAt.fun_sum fun n _ => ?_
    have hp := hasDerivAt_tilted (hT n) s
    refine (hp.fun_mul (hp.const_sub 1)).congr_deriv ?_
    ring
  exact h.deriv
```

## The cumulants at zero counting parameter

At $s=0$ the factor $D_T$ equals $1$ and the bias disappears, so $p_T(0) = T$. The three formulas become

$$F'(0) = \sum_n T_n,\qquad F''(0) = \sum_n T_n(1-T_n),\qquad F'''(0) = \sum_n T_n(1-T_n)(1-2T_n).$$

As $F$ is the logarithm of the average of $e^{sN}$, these are the mean, the variance and the third central moment of $N$. The mean corresponds to the conductance and the variance to the shot noise. For non-interacting electrons at zero temperature, a transport calculation that reports only the total transmission therefore fixes the conductance but in general not the noise, which also depends on $\sum_n T_n^2$.

The theorem concerns one attempt per channel. For many independent attempts with the same transmissions, $F$ and all its derivatives are multiplied by the number of attempts. Thermal noise, interactions and energy-dependent transmission are not covered.

In the proof, `h0` is the identity $p_T(0) = T$, and substituting it into the general formulas finishes the argument.

```lean
/-- The first three derivatives of `F` at zero counting parameter are `∑ T_n`,
`∑ T_n (1 - T_n)` and `∑ T_n (1 - T_n) (1 - 2 T_n)`. -/
theorem first_three_cumulants {T : ι → ℝ} (hT : ∀ n, T n ∈ Set.Icc (0 : ℝ) 1) :
    deriv (cgf T) 0 = ∑ n, T n ∧
    iteratedDeriv 2 (cgf T) 0 = ∑ n, T n * (1 - T n) ∧
    iteratedDeriv 3 (cgf T) 0 = ∑ n, T n * (1 - T n) * (1 - 2 * T n) := by
  obtain ⟨h1, h2, h3⟩ := cgf_derivatives hT
  -- without counting bias the transmissions are the bare ones
  have h0 : ∀ t : ℝ, tilted t 0 = t := fun t => by simp [tilted, channelFactor]
  rw [h1, h2, h3]
  simp only [h0, and_self]
```

## When the noise vanishes

For $0 \le T_n \le 1$ each term $T_n(1-T_n)$ is non-negative. The sum is therefore zero exactly when every term is zero, that is, when each $T_n$ is $0$ or $1$. A channel that always reflects or always transmits leaves nothing to chance. `Finset.sum_eq_zero_iff_of_nonneg` reduces the statement to single terms, and `mul_eq_zero` splits each product into the two alternatives.

```lean
/-- The second cumulant vanishes exactly when every channel is fully closed or fully open. -/
theorem noise_eq_zero_iff {T : ι → ℝ} (hT : ∀ n, T n ∈ Set.Icc (0 : ℝ) 1) :
    iteratedDeriv 2 (cgf T) 0 = 0 ↔ ∀ n, T n = 0 ∨ T n = 1 := by
  rw [(first_three_cumulants hT).2.1, Finset.sum_eq_zero_iff_of_nonneg
    (fun n _ => mul_nonneg (hT n).1 (sub_nonneg.mpr (hT n).2))]
  constructor
  · intro h n
    rcases mul_eq_zero.mp (h n (Finset.mem_univ n)) with h | h
    · exact Or.inl h
    · exact Or.inr (by linarith)
  · intro h n _
    rcases h n with h | h <;> rw [h] <;> norm_num
```

## The noise is bounded by the Poisson value

For a Poisson process the variance equals the mean, which here would be $\sum_n T_n$. The difference between the mean and the actual variance is

$$\sum_n T_n - \sum_n T_n(1-T_n) = \sum_n T_n^2 \ge 0.$$

The noise therefore never exceeds the Poisson value, and it equals that value only if every $T_n^2$ vanishes, that is, if all channels are closed. A conductor with small but non-zero transmissions comes close to the Poisson value and stays strictly below it.

In Lean, `hd` is the displayed identity and `hs` the non-negativity of the sum of squares. The inequality follows by linear arithmetic. For the equality case, a vanishing sum of squares forces each $T_n$ to be zero, and the converse is direct substitution.

```lean
/-- The second cumulant never exceeds the first, and the two are equal exactly when every
channel is closed. -/
theorem noise_le_mean {T : ι → ℝ} (hT : ∀ n, T n ∈ Set.Icc (0 : ℝ) 1) :
    iteratedDeriv 2 (cgf T) 0 ≤ deriv (cgf T) 0 ∧
    (iteratedDeriv 2 (cgf T) 0 = deriv (cgf T) 0 ↔ ∀ n, T n = 0) := by
  obtain ⟨h1, h2, _⟩ := first_three_cumulants hT
  -- the reduction below the mean is the sum of squared transmissions
  have hd : ∑ n, T n - ∑ n, T n * (1 - T n) = ∑ n, T n ^ 2 := by
    rw [← Finset.sum_sub_distrib]
    exact Finset.sum_congr rfl fun n _ => by ring
  have hs : 0 ≤ ∑ n, T n ^ 2 := Finset.sum_nonneg fun n _ => sq_nonneg (T n)
  rw [h1, h2]
  refine ⟨by linarith, fun h => ?_, fun h => by simp [h]⟩
  have hz : ∑ n, T n ^ 2 = 0 := by linarith
  intro n
  have hn := (Finset.sum_eq_zero_iff_of_nonneg (fun m _ => sq_nonneg (T m))).mp hz n
    (Finset.mem_univ n)
  exact pow_eq_zero_iff (two_ne_zero) |>.mp hn

end

end CountingStatistics
```

```lean
#print axioms CountingStatistics.exp_cgf_eq_average
#print axioms CountingStatistics.first_three_cumulants
#print axioms CountingStatistics.noise_eq_zero_iff
#print axioms CountingStatistics.noise_le_mean
```

```
'CountingStatistics.exp_cgf_eq_average' depends on axioms: [propext, Classical.choice, Quot.sound]
'CountingStatistics.first_three_cumulants' depends on axioms: [propext, Classical.choice, Quot.sound]
'CountingStatistics.noise_eq_zero_iff' depends on axioms: [propext, Classical.choice, Quot.sound]
'CountingStatistics.noise_le_mean' depends on axioms: [propext, Classical.choice, Quot.sound]
```
